# For reversible link phases on the square lattice, the Berry flux through any finite region equals its boundary phase modulo $2\pi$

Q: Take two plaquettes side by side, with lower left corners $(0,0)$ and $(1,0)$. What happens to the link they share?

A: Write $U(a,b)$ for the unit complex number on the link from site $a$ to site $b$, with $U(b,a)=U(a,b)^{-1}$. Going counterclockwise, the left plaquette contributes $U((1,0),(1,1))$ and the right one $U((1,1),(1,0))$. Their product is 1, so the two plaquette products multiply to the product over the six outer links.

Q: And for a region with holes, or in several pieces?

A: The same cancellation works. Let $S$ be a finite set of plaquettes. Number the sides $k=0,1,2,3$ (bottom, right, top, left), adding modulo 4, and let $U_{p,k}$ be the phase on side $k$ of $p$, traversed counterclockwise. The holonomy is $W_p=\prod_k U_{p,k}$, so
$$\prod_{p\in S}W_p=\prod_{p\in S,\,k}U_{p,k}.$$
Let $q$ be the plaquette across side $k$ of $p$. If $q\in S$, its side $k+2$ is the same link reversed, and $U_{p,k}U_{q,k+2}=1$. Crossing back returns to $(p,k)$, so the inner sides cancel in pairs. What remains is the product $W_{\partial S}$ over sides with $q\notin S$.

Now put $F_p=\arg W_p$ and $\varphi=\arg W_{\partial S}$, both in $(-\pi,\pi]$. Then
$$e^{i\sum_{p\in S} F_p}=\prod_{p\in S}W_p=W_{\partial S}=e^{i\varphi},$$
hence $\sum_{p\in S} F_p=\varphi+2\pi n$ for some integer $n$.

Q: How does the Lean file encode the lattice?

A: Sites are integer pairs, and a plaquette carries the name of its lower left corner. `side p k` is an ordered pair of sites with $p$ on its left; `across p k` is the neighbour $q$.

```lean
import Mathlib

open Finset

namespace FermiLoopStokes

noncomputable section

/-- Sites of the square lattice; a plaquette is named by its lower left corner. -/
abbrev Site := ℤ × ℤ

/-- The four corners of a plaquette, counterclockwise from the lower left one. -/
def corner (p : Site) : Fin 4 → Site :=
  ![(p.1, p.2), (p.1 + 1, p.2), (p.1 + 1, p.2 + 1), (p.1, p.2 + 1)]

/-- The plaquette on the other side of the bottom, right, top or left side of `p`. -/
def across (p : Site) : Fin 4 → Site :=
  ![(p.1, p.2 - 1), (p.1 + 1, p.2), (p.1, p.2 + 1), (p.1 - 1, p.2)]

/-- Side `k` of a plaquette as an oriented link (start, end), traversed counterclockwise,
so that the plaquette lies on its left. -/
def side (p : Site) (k : Fin 4) : Site × Site := (corner p k, corner p (k + 1))
```

Q: Why should a physicist grant `Reversible`?

A: Here the sites are points of a mesh in $k$-space, and $|u_a\rangle$ is the cell-periodic part of the Bloch state at point $a$. For a single band, $U(a,b)$ is the overlap $\langle u_a|u_b\rangle$ divided by its modulus. With this choice the argument of a product around a loop has the opposite sign to the Berry phase defined with the connection $i\langle u|\nabla_k u\rangle$. Swapping the states conjugates the overlap, which inverts a unit phase. The type `Circle` presupposes that the overlap is nonzero. `U` accepts any two sites, but only nearest-neighbour values are ever used.

```lean
/-- The link phases are inverted when a lattice link is traversed backwards. -/
def Reversible (U : Site → Site → Circle) : Prop :=
  ∀ p k, U (side p k).2 (side p k).1 = (U (side p k).1 (side p k).2)⁻¹

/-- The holonomy of a plaquette: the product of its four link phases, counterclockwise. -/
def holonomy (U : Site → Site → Circle) (p : Site) : Circle :=
  ∏ k : Fin 4, U (side p k).1 (side p k).2

/-- The Berry flux of a plaquette: the argument of its holonomy, in `(-π, π]`. -/
def flux (U : Site → Site → Circle) (p : Site) : ℝ := Complex.arg (holonomy U p : ℂ)
```

Q: `boundary` is a set. Could it silently merge two sides?

A: No: an oriented link has only one plaquette on its left, as `side_injective` proves below. Orientation does need care at a hole. The occupied region stays on the left, so the hole's edge runs clockwise around the hole; running it counterclockwise inverts that factor.

```lean
/-- The oriented boundary of a region `S`: the sides of occupied plaquettes across which
the neighbouring plaquette is empty. -/
def boundary (S : Finset Site) : Finset (Site × Site) :=
  ((S ×ˢ (univ : Finset (Fin 4))).filter (fun x => across x.1 x.2 ∉ S)).image
    (fun x => side x.1 x.2)

/-- The product of the link phases over the oriented boundary of `S`. -/
def boundaryHolonomy (U : Site → Site → Circle) (S : Finset Site) : Circle :=
  ∏ e ∈ boundary S, U e.1 e.2

/-- The boundary phase: the argument of the boundary holonomy, in `(-π, π]`. -/
def boundaryPhase (U : Site → Site → Circle) (S : Finset Site) : ℝ :=
  Complex.arg (boundaryHolonomy U S : ℂ)
```

Q: Which geometric facts does the proof need?

A: Injectivity, reversal of the shared link, and the return after crossing twice. Each is checked by cases on the sides. The fourth lemma confirms that `boundary` means occupied on the left, empty on the right.

```lean
/-- An oriented link is a counterclockwise side of at most one plaquette. -/
theorem side_injective : Function.Injective (fun x : Site × Fin 4 => side x.1 x.2) := by
  rintro ⟨⟨a, b⟩, k⟩ ⟨⟨c, d⟩, l⟩ h
  fin_cases k <;> fin_cases l <;> simp [side, corner] at h ⊢ <;> omega

/-- The neighbour across a side traverses the same link in the opposite direction. -/
theorem side_across (p : Site) (k : Fin 4) :
    side (across p k) (k + 2) = (side p k).swap := by
  fin_cases k <;> simp [side, across, corner]

/-- Crossing a side and crossing back returns to the original plaquette. -/
theorem across_across (p : Site) (k : Fin 4) : across (across p k) (k + 2) = p := by
  fin_cases k <;> simp [across]

/-- An oriented link belongs to the boundary of `S` exactly when the plaquette on its left
is in `S` and the plaquette on its right is not. -/
theorem side_mem_boundary (S : Finset Site) (p : Site) (k : Fin 4) :
    side p k ∈ boundary S ↔ p ∈ S ∧ across p k ∉ S := by
  simp only [boundary, mem_image, mem_filter, mem_product, mem_univ, and_true]
  constructor
  · rintro ⟨x, hx, h⟩
    have hxp : x = (p, k) := side_injective h
    subst hxp
    exact hx
  · intro h
    exact ⟨(p, k), h, rfl⟩
```

Q: Where does the pairwise cancellation occur?

A: In `inner`, where `Finset.prod_involution` uses the map $(p,k)\mapsto(q,k+2)$; it has no fixed point because $k+2\neq k$. Then `outer` identifies the remaining sides with the boundary links, and the `calc` block joins the two.

```lean
/-- Discrete Stokes theorem for an arbitrary finite region: for link phases inverted under
reversal, the product of the plaquette holonomies over `S` is the boundary holonomy. -/
theorem prod_holonomy_eq_boundaryHolonomy {U : Site → Site → Circle} (hU : Reversible U)
    (S : Finset Site) : ∏ p ∈ S, holonomy U p = boundaryHolonomy U S := by
  have k2 : ∀ k : Fin 4, k + 2 ≠ k := by decide
  have k4 : ∀ k : Fin 4, k + 2 + 2 = k := by decide
  -- inner links are traversed once in each direction and cancel in pairs
  have inner : ∏ x ∈ (S ×ˢ (univ : Finset (Fin 4))).filter (fun x => ¬ across x.1 x.2 ∉ S),
      U (side x.1 x.2).1 (side x.1 x.2).2 = 1 := by
    refine Finset.prod_involution (fun x _ => (across x.1 x.2, x.2 + 2)) ?_ ?_ ?_ ?_
    · intro x _
      show U (side x.1 x.2).1 (side x.1 x.2).2 *
        U (side (across x.1 x.2) (x.2 + 2)).1 (side (across x.1 x.2) (x.2 + 2)).2 = 1
      rw [side_across, Prod.fst_swap, Prod.snd_swap, hU x.1 x.2, mul_inv_cancel]
    · intro x _ _ h
      exact k2 x.2 (congrArg Prod.snd h)
    · intro x hx
      simp only [mem_filter, mem_product, mem_univ, and_true, not_not] at hx ⊢
      exact ⟨hx.2, by rw [across_across]; exact hx.1⟩
    · intro x _
      exact Prod.ext (across_across _ _) (k4 x.2)
  -- the remaining sides are the boundary links, each counted once
  have outer : boundaryHolonomy U S =
      ∏ x ∈ (S ×ˢ (univ : Finset (Fin 4))).filter (fun x => across x.1 x.2 ∉ S),
        U (side x.1 x.2).1 (side x.1 x.2).2 :=
    Finset.prod_image (fun x _ y _ h => side_injective h)
  calc ∏ p ∈ S, holonomy U p
      = ∏ x ∈ S ×ˢ (univ : Finset (Fin 4)), U (side x.1 x.2).1 (side x.1 x.2).2 := by
        rw [Finset.prod_product]
        rfl
    _ = _ := (Finset.prod_filter_mul_prod_filter_not _ (fun x => across x.1 x.2 ∉ S) _).symm
    _ = boundaryHolonomy U S := by rw [inner, mul_one, outer]
```

Q: And the passage to real phases?

A: Induction on $S$ gives the exponential of the summed flux. Equal exponentials then mean equality up to $2\pi n$.

```lean
/-- The phase factor of the total flux is the product of the plaquette holonomies. -/
theorem exp_sum_flux (U : Site → Site → Circle) (S : Finset Site) :
    Circle.exp (∑ p ∈ S, flux U p) = ∏ p ∈ S, holonomy U p := by
  induction S using Finset.induction_on with
  | empty => simp
  | insert a s ha ih =>
    rw [sum_insert ha, prod_insert ha, Circle.exp_add, ih, flux, Circle.exp_arg]

/-- For link phases inverted under reversal, the summed Berry flux through a finite region
equals its boundary phase up to an integer multiple of `2π`. -/
theorem sum_flux_eq_boundaryPhase {U : Site → Site → Circle} (hU : Reversible U)
    (S : Finset Site) :
    ∃ n : ℤ, ∑ p ∈ S, flux U p = boundaryPhase U S + n * (2 * Real.pi) := by
  apply Circle.exp_eq_exp.1
  rw [exp_sum_flux, prod_holonomy_eq_boundaryHolonomy hU, boundaryPhase, Circle.exp_arg]
```

Q: Does this give the Fermi-loop statement?

A: A discrete, single-band form of it. In a two-dimensional metal at zero temperature, the Fermi loop is the boundary of the occupied region of $k$-space. A nondegenerate band contributes $e^2/h$ times its Berry flux through that region over $2\pi$ to the intrinsic anomalous Hall conductivity, up to a sign convention, so the Berry phase around the loop fixes this contribution up to multiples of $e^2/h$. The mesh counterpart proved here is that reversible link fields that agree on the boundary have the same total flux modulo $2\pi$, whatever their values inside. The model omits the continuum limit, matrix-valued links for degenerate bands, and regions wrapping around a periodic Brillouin zone.

```lean
/-- Two fields of link phases, both inverted under reversal, that agree on the boundary of
the occupied region have the same total flux through it up to a multiple of `2π`. -/
theorem sum_flux_determined_by_boundary {U V : Site → Site → Circle} (hU : Reversible U)
    (hV : Reversible V) (S : Finset Site) (h : ∀ e ∈ boundary S, U e.1 e.2 = V e.1 e.2) :
    ∃ n : ℤ, ∑ p ∈ S, flux U p = ∑ p ∈ S, flux V p + n * (2 * Real.pi) := by
  apply Circle.exp_eq_exp.1
  rw [exp_sum_flux, exp_sum_flux, prod_holonomy_eq_boundaryHolonomy hU,
    prod_holonomy_eq_boundaryHolonomy hV]
  exact Finset.prod_congr rfl h
```

Q: Can the integer really be nonzero?

A: Yes. Set the shared link of the opening example to $-1$ and all others to 1. Both holonomies are $-1$, so the fluxes sum to $2\pi$, while the boundary product is 1 and its phase 0. Here each flux lies at the end of the range $(-\pi,\pi]$, but that is not essential: two plaquettes with flux $2\pi/3$ each have total flux $4\pi/3$ and boundary phase $-2\pi/3$, which again differ by $2\pi$.

```lean
/-- Link phases equal to `exp (iπ)` on the link between `(1,0)` and `(1,1)`, in both
directions, and to `1` elsewhere. -/
def flippedLink (a b : Site) : Circle :=
  if (a = (1, 0) ∧ b = (1, 1)) ∨ (a = (1, 1) ∧ b = (1, 0)) then Circle.exp Real.pi else 1

/-- The field with one flipped link is inverted under reversal; through the two plaquettes
sharing that link the total flux is `2π`, while their boundary phase is `0`. -/
theorem flippedLink_witness :
    Reversible flippedLink ∧
    ∑ p ∈ ({(0, 0), (1, 0)} : Finset Site), flux flippedLink p = 2 * Real.pi ∧
    boundaryPhase flippedLink {(0, 0), (1, 0)} = 0 := by
  have hsq : Circle.exp Real.pi * Circle.exp Real.pi = 1 := by
    rw [← Circle.exp_add, ← two_mul, Circle.exp_two_pi]
  have hrev : Reversible flippedLink := by
    intro p k
    generalize (side p k).1 = a
    generalize (side p k).2 = b
    unfold flippedLink
    split_ifs with h1 h2 h2
    · exact eq_inv_of_mul_eq_one_left hsq
    · exfalso; tauto
    · exfalso; tauto
    · exact inv_one.symm
  -- the flipped link is the right side of one plaquette and the left side of the other
  have c0 : ∀ k : Fin 4, (((side (0, 0) k).1 = (1, 0) ∧ (side (0, 0) k).2 = (1, 1)) ∨
      ((side (0, 0) k).1 = (1, 1) ∧ (side (0, 0) k).2 = (1, 0))) ↔ k = 1 := by decide
  have c1 : ∀ k : Fin 4, (((side (1, 0) k).1 = (1, 0) ∧ (side (1, 0) k).2 = (1, 1)) ∨
      ((side (1, 0) k).1 = (1, 1) ∧ (side (1, 0) k).2 = (1, 0))) ↔ k = 3 := by decide
  have h0 : holonomy flippedLink (0, 0) = Circle.exp Real.pi := by
    simp only [holonomy, flippedLink, c0, Finset.prod_ite_eq', mem_univ, if_true]
  have h1 : holonomy flippedLink (1, 0) = Circle.exp Real.pi := by
    simp only [holonomy, flippedLink, c1, Finset.prod_ite_eq', mem_univ, if_true]
  refine ⟨hrev, ?_, ?_⟩
  · rw [Finset.sum_pair (by decide), flux, flux, h0, h1,
      Circle.arg_exp (by linarith [Real.pi_pos]) le_rfl]
    ring
  · rw [boundaryPhase, ← prod_holonomy_eq_boundaryHolonomy hrev,
      Finset.prod_pair (by decide), h0, h1, hsq]
    simp

end

end FermiLoopStokes
```

```lean
#print axioms FermiLoopStokes.side_mem_boundary
#print axioms FermiLoopStokes.sum_flux_eq_boundaryPhase
#print axioms FermiLoopStokes.sum_flux_determined_by_boundary
```

```
'FermiLoopStokes.side_mem_boundary' depends on axioms: [propext, Classical.choice, Quot.sound]
'FermiLoopStokes.sum_flux_eq_boundaryPhase' depends on axioms: [propext, Classical.choice, Quot.sound]
'FermiLoopStokes.sum_flux_determined_by_boundary' depends on axioms: [propext, Classical.choice, Quot.sound]
```

Q: What would I see in an actual calculation?

A: It depends on the method; some codes integrate the Berry curvature directly instead. For a single band, a code based on link phases computes normalised overlaps between neighbouring $k$-points, multiplies four around each occupied plaquette, takes the argument and sums. Multiplying the boundary overlaps separately gives a check: the summed flux minus the boundary phase, divided by $2\pi$, should be an integer up to rounding. This tests the orientations and the bookkeeping, not the convergence of the mesh, since the identity holds however coarse the mesh is. In a metal the Fermi loop also cuts through plaquettes, so a region made of whole plaquettes only approximates the occupied one.
